# Diagonal-sum repulsion energies of the f² triplets: E^0 − 9E^3, E^0 and E^0 + 33E^3

Q: Suppose I copy Racah's parameter E^3 with the wrong sign on one of its terms. My splittings of the f² triplets are then wrong, yet the obvious checks stay silent. The terms ³H, ³F and ³P still sit at E^0 − 9E^3, E^0 and E^0 + 33E^3, the intervals are still as 9 to 33, and the mean weighted by 2L + 1 is still E^0. A calculation from the orbitals would expose the error. Does your theorem contain one, or does it shuffle definitions?

A: It starts from integrals over the orbitals. Let me do the physics by hand first. Two electrons share one f radial function, have parallel spins, and occupy orbitals with magnetic quantum numbers m ≠ n. Expand 1/r₁₂ in multipoles of order k. The radial part of each order is a Slater integral F^k, and the angular part is built from Gaunt coefficients. With x = cos θ and Θ(l,m) the normalised polar part of a spherical harmonic,

    c^k(m,n) = √(2/(2k+1)) ∫ Θ(k,m−n) Θ(3,m) Θ(3,n) dx,  x from −1 to 1.

The direct minus exchange energy of the determinant is

    D(m,n) = Σ_k F^k [c^k(m,m) c^k(n,n) − c^k(m,n)²],  k = 0, 2, 4, 6.

Odd k vanish by parity, and k > 6 by the triangle rule.

Q: A determinant is not a term. How do you get ³F?

A: From traces. The repulsion is rotationally invariant, so it conserves M_L = m + n and gives a term the same energy at every M_L. The diagonal energies at fixed M_L therefore add up to the energies of the terms present. At M_L = 5 there is only (3,2), which is ³H. At M_L = 3 the pairs (3,0) and (2,1) hold ³H and ³F, and subtracting D(3,1), the ³H energy at M_L = 4, leaves ³F. At M_L = 1 three pairs hold ³H, ³F and ³P. Subtracting the M_L = 2 sum, which holds ³H and ³F, leaves ³P.

Q: Show me one angular number worked out.

A: Take k = 2 in D(3,2). The squared polar functions are

    Θ(3,3)² = (35/32)(1−x²)³
    Θ(3,2)² = (105/16) x²(1−x²)²
    Θ(2,1)² = (15/4) x²(1−x²).

A diagonal coefficient is the average of (3x²−1)/2. The mean of x² is 1/9 for m = 3 and 1/3 for m = 2, so c^2(3,3) = −1/3 and c^2(2,2) = 0. For the exchange part the integral of x²(1−x²)³ is 32/315, hence

    c^2(3,2)² = (2/5)(15/4)(35/32)(105/16)(32/315)² = 1/9.

Direct minus exchange is 0 − 1/9 = −25/225.

The other integrals go the same way. For k = 0 each pair gives 1. For the rest, write F₂ = F^2/225, F₄ = F^4/1089 and F₆ = 25F^6/184041. The coefficients, as direct minus exchange, are

    pair      F₂              F₄              F₆
    (3,2)     0−25 = −25      −21−30 = −51    −6−7 = −13
    (3,1)     −15−10 = −25    3−54 = −51      15−28 = −13
    (3,0)     −20−0 = −20     18−63 = −45     −20−84 = −104
    (2,1)     0−15 = −15      −7−32 = −39     −90−105 = −195
    (3,−1)    −15−0 = −15     3−42 = −39      15−210 = −195
    (2,0)     0−20 = −20      −42−3 = −45     120−224 = −104
    (3,−2)    0−0 = 0         −21−0 = −21     −6−462 = −468
    (2,−1)    0−0 = 0         −7−14 = −21     −90−378 = −468
    (1,0)     12−2 = 10       6−15 = −9       −300−350 = −650

Adding and subtracting rows gives

    ³H: F^0 − 25F₂ − 51F₄ − 13F₆
    ³F: F^0 − 10F₂ − 33F₄ − 286F₆
    ³P: F^0 + 45F₂ + 33F₄ − 1287F₆.

Racah's parameters are

    E^0 = F^0 − 10F₂ − 33F₄ − 286F₆
    E^3 = (5F₂ + 6F₄ − 91F₆)/3.

Thus −9E^3 adds −15, −18 and +273 to the three coefficients of E^0, giving ³H, and 33E^3 adds 55, 66 and −1001, giving ³P. The ³F line is E^0 itself.

Q: Now the formal side. Are those really spherical harmonics, or a table typed in?

A: They are built from Rodrigues' formula. A polynomial is a list of integer coefficients, and `ev` turns the list into a function.

In Lean 4 with Mathlib:

```lean
import Mathlib

namespace RacahTripletsF2

noncomputable section

/-- The value at `x` of the polynomial with given coefficients, constant term first. -/
def ev : List ℤ → ℝ → ℝ
  | [] => fun _ => 0
  | a :: p => fun x => a + x * ev p x

/-- Coefficients of the derivative of order `l + a` of `(x² - 1)^l` (Rodrigues' formula). -/
def legendre (l a : ℕ) : List ℤ :=
  (List.range (l + 1 - a)).map fun i =>
    if (l + a + i) % 2 = 0 then
      (-1) ^ (l - (l + a + i) / 2) *
        (l.choose ((l + a + i) / 2) * (l + a + i).descFactorial (l + a) : ℕ)
    else 0
```

The normalisation and the Condon–Shortley phase are separate factors, and `polar` multiplies everything together.

```lean
/-- The squared normalisation factor of the polar function `Θ(l,m)`, `|m| ≤ l`. -/
def normSq (l : ℕ) (m : ℤ) : ℚ :=
  (2 * l + 1) / 2 * (l - m.natAbs).factorial / (l + m.natAbs).factorial /
    (2 ^ l * l.factorial) ^ 2

/-- The normalisation factor of `Θ(l,m)`, `|m| ≤ l`, with the Condon–Shortley phase. -/
def pre (l : ℕ) (m : ℤ) : ℝ :=
  (if 0 < m then (-1) ^ m.natAbs else 1) * Real.sqrt (normSq l m)

/-- The normalised polar part `Θ(l,m)` of a spherical harmonic, `|m| ≤ l`,
as a function of `x = cos θ`. -/
def polar (l : ℕ) (m : ℤ) (x : ℝ) : ℝ :=
  pre l m * Real.sqrt (1 - x ^ 2) ^ m.natAbs * ev (legendre l m.natAbs) x
```

You can test it on Θ(3,2). The fifth derivative of (x²−1)³ is 720x, and `normSq 3 2` times 720² is 105/16, as above.

Q: And the Gaunt coefficient is the true integral?

A: Yes, an interval integral over x. The azimuthal integration has already been done by hand: it fixes the multipole component m − n and leaves the prefactor √(2/(2k+1)). If |m−n| exceeds k, no such component exists. The coefficient list is then empty and the integral is zero, as it should be.

```lean
/-- The Gaunt coefficient `c^k(m,n)` between two f orbitals. -/
def gaunt (k : ℕ) (m n : ℤ) : ℝ :=
  Real.sqrt (2 / (2 * k + 1)) *
    ∫ x in (-1 : ℝ)..1, polar k (m - n) x * polar 3 m x * polar 3 n x

/-- The direct minus exchange angular factor of order `k`. -/
def angular (k : ℕ) (m n : ℤ) : ℝ := gaunt k m m * gaunt k n n - gaunt k m n ^ 2

/-- The diagonal repulsion energy `D(m,n)` of the determinant with two parallel-spin electrons in
the f orbitals `m ≠ n`, `|m|, |n| ≤ 3`; `F k` is the Slater integral `F^k`. -/
def D (F : ℕ → ℝ) (m n : ℤ) : ℝ :=
  F 0 * angular 0 m n + F 2 * angular 2 m n + F 4 * angular 4 m n + F 6 * angular 6 m n
```

Here `F : ℕ → ℝ` is any real sequence, of which only the entries 0, 2, 4 and 6 are used. Nothing requires them to come from a radial function, so the identities hold for computed and for fitted values alike. Racah's parameters are written in the same F^k, with the denominators explicit.

```lean
/-- Racah's parameter `E^0` for f electrons. -/
def E0 (F : ℕ → ℝ) : ℝ :=
  F 0 - 10 * (F 2 / 225) - 33 * (F 4 / 1089) - 286 * (25 * F 6 / 184041)

/-- Racah's parameter `E^3` for f electrons. -/
def E3 (F : ℕ → ℝ) : ℝ :=
  (5 * (F 2 / 225) + 6 * (F 4 / 1089) - 91 * (25 * F 6 / 184041)) / 3
```

Q: Where do the parallel spins enter? I see no spin.

A: In the exchange term of `angular`. Take the opposite-spin determinant with m = 3 and n = 2, and set F^2 = 225 with the other integrals zero. No radial function gives such values, but the identities hold for them too, and they isolate one coefficient. Exchange is absent, so its diagonal energy is the direct part, 0. But E^0 − 9E^3 = −10 − 15 = −25. With parallel spins D(3,2) is −25, and the equality holds.

Q: So what is stated, and what do I have to supply?

A: `racah_triplets` states three equalities, for every `F`: the diagonal-sum expressions equal E^0 − 9E^3, E^0 and E^0 + 33E^3. The multipole expansion, the determinants and the trace argument that names these expressions ³H, ³F and ³P are the physics I gave you in words. The model is one f² configuration without spin–orbit coupling, and the common one-electron energy is left out. Within it, the equalities turn Slater integrals from an atomic structure calculation into the triplet splittings of an ion such as Pr³⁺. Racah's further parameters E^1 and E^2, needed for the singlets, do not appear.

Q: How can a proof assistant evaluate integrals full of square roots?

A: By removing the roots first. These definitions add, multiply and integrate coefficient lists, then assemble the angular factor as a rational number.

```lean
/-- Sum of coefficient lists. -/
def ladd : List ℤ → List ℤ → List ℤ
  | [], q => q
  | a :: p, [] => a :: p
  | a :: p, b :: q => (a + b) :: ladd p q

/-- Product of coefficient lists. -/
def lmul : List ℤ → List ℤ → List ℤ
  | [], _ => []
  | a :: p, q => ladd (q.map (a * ·)) (0 :: lmul p q)

/-- The integral over `[-1,1]` of `x^i` times the polynomial with given coefficients. -/
def integ : ℕ → List ℤ → ℚ
  | _, [] => 0
  | i, a :: p => a * ((1 - (-1) ^ (i + 1)) / (i + 1)) + integ (i + 1) p

/-- The integral of three polar functions without their normalisation factors. -/
def triple (k : ℕ) (m n : ℤ) : ℚ :=
  integ 0 ((lmul [1, 0, -1])^[((m - n).natAbs + m.natAbs + n.natAbs) / 2]
    (lmul (legendre k (m - n).natAbs) (lmul (legendre 3 m.natAbs) (legendre 3 n.natAbs))))

/-- The angular factor as an explicit rational number. -/
def angularQ (k : ℕ) (m n : ℤ) : ℚ :=
  2 / (2 * k + 1) * normSq 3 m * normSq 3 n *
    (normSq k 0 * triple k m m * triple k n n - normSq k (m - n) * triple k m n ^ 2)
```

Three lemmas tie the lists to analysis. The first two show by induction that list sums and products are sums and products of polynomials.

```lean
/-- Adding coefficient lists adds the polynomials. -/
theorem ev_add (p q : List ℤ) (x : ℝ) : ev (ladd p q) x = ev p x + ev q x := by
  induction p generalizing q with
  | nil => simp [ladd, ev]
  | cons a p ih =>
    cases q with
    | nil => simp [ladd, ev]
    | cons b q =>
      simp only [ladd, ev, ih]
      push_cast
      ring

/-- Multiplying coefficient lists multiplies the polynomials. -/
theorem ev_mul (p q : List ℤ) (x : ℝ) : ev (lmul p q) x = ev p x * ev q x := by
  have hc : ∀ (a : ℤ) (r : List ℤ), ev (r.map (a * ·)) x = a * ev r x := by
    intro a r
    induction r with
    | nil => simp [ev]
    | cons b r ih =>
      simp only [List.map_cons, ev, ih]
      push_cast
      ring
  induction p with
  | nil => simp [lmul, ev]
  | cons a p ih =>
    simp only [lmul, ev_add, hc, ev, ih]
    push_cast
    ring
```

The third integrates term by term. It splits off the first coefficient in the list, integrates its power of x, and leaves the remainder to the induction hypothesis with the exponent raised by one.

```lean
/-- Integration over `[-1,1]` is exact on coefficient lists. -/
theorem integral_ev (p : List ℤ) (i : ℕ) :
    ∫ x in (-1 : ℝ)..1, x ^ i * ev p x = (integ i p : ℝ) := by
  have hc : ∀ q, Continuous (ev q) := by
    intro q
    induction q with
    | nil => exact continuous_const
    | cons a q ih => exact continuous_const.add (continuous_id.mul ih)
  induction p generalizing i with
  | nil => simp [ev, integ]
  | cons a p ih =>
    have h : ∀ x : ℝ, x ^ i * ev (a :: p) x = (a : ℝ) * x ^ i + x ^ (i + 1) * ev p x := by
      intro x
      simp only [ev]
      ring
    have h1 : IntervalIntegrable (fun x : ℝ => (a : ℝ) * x ^ i) MeasureTheory.volume (-1) 1 :=
      (continuous_const.mul (continuous_pow i)).intervalIntegrable _ _
    have h2 : IntervalIntegrable (fun x : ℝ => x ^ (i + 1) * ev p x)
        MeasureTheory.volume (-1) 1 :=
      ((continuous_pow (i + 1)).mul (hc p)).intervalIntegrable _ _
    simp only [h]
    rw [intervalIntegral.integral_add h1 h2, intervalIntegral.integral_const_mul,
      integral_pow, ih]
    simp only [integ]
    push_cast
    ring
```

Q: But Θ(l,m) contains sin θ to the power |m|, which is no polynomial for odd m.

A: In the triple product the powers add up to |m−n| + |m| + |n|, which is always even. Call it 2s. On [−1,1] the factor √(1−x²) raised to 2s is (1−x²)^s, a polynomial. In `gaunt_eq`, `omega` supplies the parity and `Real.sq_sqrt` removes the root. What remains is a rational integral times normalisation factors.

```lean
/-- A Gaunt coefficient is a product of normalisation factors and a rational integral. -/
theorem gaunt_eq (k : ℕ) (m n : ℤ) :
    gaunt k m n = Real.sqrt (2 / (2 * k + 1)) *
      (pre k (m - n) * pre 3 m * pre 3 n * (triple k m n : ℝ)) := by
  -- the total power of sin θ is even
  obtain ⟨s, hs, hs'⟩ : ∃ s, (m - n).natAbs + m.natAbs + n.natAbs = 2 * s ∧
      ((m - n).natAbs + m.natAbs + n.natAbs) / 2 = s := ⟨_, by omega, rfl⟩
  have hpow : ∀ (j : ℕ) (p : List ℤ) (x : ℝ),
      ev ((lmul [1, 0, -1])^[j] p) x = (1 - x ^ 2) ^ j * ev p x := by
    intro j p x
    induction j with
    | zero => simp
    | succ j ih =>
      rw [Function.iterate_succ_apply', ev_mul, ih]
      simp only [ev]
      push_cast
      ring
  rw [gaunt, triple, ← integral_ev]
  congr 1
  rw [← intervalIntegral.integral_const_mul]
  apply intervalIntegral.integral_congr
  intro x hx
  rw [Set.uIcc_of_le (by norm_num)] at hx
  have hw : Real.sqrt (1 - x ^ 2) ^ (m - n).natAbs * Real.sqrt (1 - x ^ 2) ^ m.natAbs *
      Real.sqrt (1 - x ^ 2) ^ n.natAbs = (1 - x ^ 2) ^ s := by
    rw [← pow_add, ← pow_add, hs, pow_mul, Real.sq_sqrt (by nlinarith [hx.1, hx.2])]
  simp only [polar, hs', hpow, ev_mul]
  rw [← hw]
  ring
```

Those factors still contain roots and phases. The direct term has the factor of each orbital twice and that of Θ(k,0) twice, while the exchange term is a square. The algebraic identity `e` collects these squares, so phases disappear and roots become rational numbers.

```lean
/-- The direct minus exchange angular factor equals its explicit rational value. -/
theorem angular_eq (k : ℕ) (m n : ℤ) : angular k m n = (angularQ k m n : ℝ) := by
  have hN : ∀ l j, pre l j ^ 2 = (normSq l j : ℝ) := by
    intro l j
    have h0 : (0 : ℝ) ≤ normSq l j := Rat.cast_nonneg.mpr (by unfold normSq; positivity)
    rw [pre, mul_pow, Real.sq_sqrt h0]
    split_ifs
    · rw [← pow_mul, mul_comm j.natAbs, pow_mul]
      norm_num
    · norm_num
  have hk : Real.sqrt (2 / (2 * k + 1)) ^ 2 = 2 / (2 * (k : ℝ) + 1) :=
    Real.sq_sqrt (by positivity)
  -- every normalisation factor occurs squared
  have e : ∀ A z a b q I J K : ℝ,
      A * (z * a * a * I) * (A * (z * b * b * J)) - (A * (q * a * b * K)) ^ 2 =
        A ^ 2 * a ^ 2 * b ^ 2 * (z ^ 2 * I * J - q ^ 2 * K ^ 2) := by
    intros
    ring
  rw [angular, gaunt_eq, gaunt_eq, gaunt_eq, sub_self, sub_self, e, hk, hN, hN, hN, hN,
    angularQ]
  push_cast
  rfl
```

Q: Then only arithmetic is left?

A: Yes. `decide +kernel` has the kernel compute the three combinations for k = 0, 2, 4, 6. Its lists are the ³H, ³F and ³P lines above, with the 25 of F₆ multiplied out: −13 becomes −325/184041. `rify` carries the equalities to the real numbers, and each `linear_combination` multiplies them by the matching F^k and adds.

```lean
/-- The diagonal-sum expressions for the triplets H, F and P of f² equal `E^0 - 9E^3`, `E^0`
and `E^0 + 33E^3`. -/
theorem racah_triplets (F : ℕ → ℝ) :
    D F 3 2 = E0 F - 9 * E3 F ∧
    D F 3 0 + D F 2 1 - D F 3 1 = E0 F ∧
    D F 3 (-2) + D F 2 (-1) + D F 1 0 - D F 3 (-1) - D F 2 0 = E0 F + 33 * E3 F := by
  -- exact evaluation of the angular factors for k = 0, 2, 4, 6
  have h : [0, 2, 4, 6].map (fun k => angularQ k 3 2) =
        [1, -25 / 225, -51 / 1089, -325 / 184041] ∧
      [0, 2, 4, 6].map (fun k => angularQ k 3 0 + angularQ k 2 1 - angularQ k 3 1) =
        [1, -10 / 225, -33 / 1089, -7150 / 184041] ∧
      [0, 2, 4, 6].map (fun k => angularQ k 3 (-2) + angularQ k 2 (-1) + angularQ k 1 0 -
        angularQ k 3 (-1) - angularQ k 2 0) =
        [1, 45 / 225, 33 / 1089, -32175 / 184041] := by decide +kernel
  simp only [List.map_cons, List.map_nil, List.cons.injEq, and_true] at h
  obtain ⟨⟨a0, a2, a4, a6⟩, ⟨b0, b2, b4, b6⟩, ⟨c0, c2, c4, c6⟩⟩ := h
  rify at a0 a2 a4 a6 b0 b2 b4 b6 c0 c2 c4 c6
  simp only [D, angular_eq, E0, E3]
  refine ⟨?_, ?_, ?_⟩
  · linear_combination F 0 * a0 + F 2 * a2 + F 4 * a4 + F 6 * a6
  · linear_combination F 0 * b0 + F 2 * b2 + F 4 * b4 + F 6 * b6
  · linear_combination F 0 * c0 + F 2 * c2 + F 4 * c4 + F 6 * c6
```

Q: And the weighted mean you mentioned?

A: It follows by substitution. The E^3 terms contribute 11·(−9) + 3·33 = 0, and the weights 11, 7 and 3 add up to 21, so E^0 is the mean triplet repulsion energy. Your miscopied E^3 would pass this test, but it would fail the first and third equalities of `racah_triplets`, where the left-hand sides come from the orbitals.

```lean
/-- The mean of the three triplet energies with the weights `2L + 1 = 11, 7, 3` is `E^0`. -/
theorem triplet_mean (F : ℕ → ℝ) :
    (11 * D F 3 2 + 7 * (D F 3 0 + D F 2 1 - D F 3 1) +
      3 * (D F 3 (-2) + D F 2 (-1) + D F 1 0 - D F 3 (-1) - D F 2 0)) / 21 = E0 F := by
  obtain ⟨hH, hF, hP⟩ := racah_triplets F
  rw [hH, hF, hP]
  ring

end

end RacahTripletsF2
```

```lean
#print axioms RacahTripletsF2.racah_triplets
-- 'RacahTripletsF2.racah_triplets' depends on axioms: [propext, Classical.choice, Quot.sound]
#print axioms RacahTripletsF2.triplet_mean
-- 'RacahTripletsF2.triplet_mean' depends on axioms: [propext, Classical.choice, Quot.sound]
```
